# Damped Anderson coefficients: a unique minimizer for every $w>0$, with the Anderson coefficients as limit for independent columns

Before a self-consistent-field code with Anderson mixing builds its next input density, it solves a small least-squares problem. The current residual $f$ is the output density minus the input density, and the columns of a real matrix $F$ are differences of stored residuals. The coefficients $g$ say how much of each difference to subtract from $f$, and what remains, $f-Fg$, is the linearized residual. If the columns are nearly dependent, $F^TF$ is ill-conditioned, and a positive number $w^2$ can be added to its diagonal before the solve.

That changes the equations, so one should know which problem the new coefficients solve and whether the old ones return as $w$ shrinks. Write $A_w=F^TF+w^2I$ and, with Euclidean norms,

$$g_w=A_w^{-1}F^Tf,\qquad J_w(g)=\|f-Fg\|^2+w^2\|g\|^2 .$$

For every $w>0$, $g_w$ is the unique minimizer of $J_w$. If the columns of $F$ are independent, then $g_w\to g_0=(F^TF)^{-1}F^Tf$ as $w\to0^+$. The constant $w$ can be read as limited trust in the linear model of the residual: it penalizes long coefficient vectors, which can extrapolate far from the stored data.

## Completing the square and removing the damping

For any coefficient vector $d$,

$$d^TA_wd=\|Fd\|^2+w^2\|d\|^2 .$$

Suppose $A_wd=0$ with $d\neq0$. Then both terms on the right vanish. This is impossible if $w\neq0$, because $\|d\|>0$, and impossible if the columns are independent, because $Fd\neq0$. In either case $A_w$ is invertible, and $g_w$ is the only solution of the normal equations $A_wg=F^Tf$.

Now displace an arbitrary $g$ by $d$ and expand:

$$\begin{aligned}
J_w(g+d)&=\|(f-Fg)-Fd\|^2+w^2\|g+d\|^2\\
&=J_w(g)-2d^TF^T(f-Fg)+2w^2d^Tg+\|Fd\|^2+w^2\|d\|^2\\
&=J_w(g)-2d^T(F^Tf-A_wg)+\|Fd\|^2+w^2\|d\|^2 .
\end{aligned}$$

At $g=g_w$ the linear term is zero. The excess $\|Fd\|^2+w^2\|d\|^2$ is positive for $w>0$ and $d\neq0$, so the minimum is strict.

For the limit, write $A_w^{-1}=\operatorname{adj}(A_w)/\det A_w$. The determinant and the entries of the adjugate are polynomials in $w$. With independent columns $\det A_0\neq0$, so the quotient is continuous at $w=0$ and $g_w\to g_0$.

The normal equations also give the bias due to damping. Since $F^TFg_0=F^Tf=A_wg_w$,

$$A_w(g_0-g_w)=F^Tf+w^2g_0-F^Tf=w^2g_0 .$$

Minimality has a neighbouring consequence, for any $F$. Take two damping strengths $0<v<w$, and let $R_u=\|f-Fg_u\|^2$ and $N_u=\|g_u\|^2$ for $u=v,w$. Each minimizer does at least as well as the other on its own objective:

$$R_v+v^2N_v\le R_w+v^2N_w,\qquad R_w+w^2N_w\le R_v+w^2N_v .$$

Adding these gives $(w^2-v^2)(N_w-N_v)\le0$, hence $N_w\le N_v$. The first inequality then gives $R_v\le R_w$. Stronger damping never lengthens the coefficients and never lowers the linearized residual.

## The least-squares problem in Lean

The finite index type `m` labels the components of a residual, such as grid points or basis coefficients, and `n` labels the stored differences.

```lean
import Mathlib

open Matrix Filter Topology

namespace DampedAnderson

noncomputable section

variable {m n : Type*} [Fintype m] [Fintype n] [DecidableEq n]
```

Vectors are real functions on these types. Squared length is defined through the dot product `⬝ᵥ`, which fixes the Euclidean norm with equal weight on every component.

```lean
/-- Squared Euclidean length of a real vector. -/
def sqNorm {k : Type*} [Fintype k] (v : k → ℝ) : ℝ := v ⬝ᵥ v
```

The objective is $J_w$, with `*ᵥ` for a matrix acting on a vector. The damping enters as `w ^ 2`, so an input parameter added directly to the diagonal corresponds to $w^2$.

```lean
/-- The damped least-squares objective `‖f - F g‖² + w² ‖g‖²` for the mixing coefficients `g`. -/
def objective (F : Matrix m n ℝ) (f : m → ℝ) (w : ℝ) (g : n → ℝ) : ℝ :=
  sqNorm (f - F *ᵥ g) + w ^ 2 * sqNorm g
```

The next three definitions are $A_w$, $g_w$ and $g_0$.

```lean
/-- The damped Gram matrix `Fᵀ F + w² I` of the residual differences. -/
def dampedGram (F : Matrix m n ℝ) (w : ℝ) : Matrix n n ℝ :=
  Fᵀ * F + w ^ 2 • (1 : Matrix n n ℝ)

/-- The damped coefficients `(Fᵀ F + w² I)⁻¹ Fᵀ f`, meaningful when `Fᵀ F + w² I` is
invertible. -/
def dampedCoeff (F : Matrix m n ℝ) (f : m → ℝ) (w : ℝ) : n → ℝ :=
  (dampedGram F w)⁻¹ *ᵥ (Fᵀ *ᵥ f)

/-- The Anderson coefficients `(Fᵀ F)⁻¹ Fᵀ f`, meaningful when `F` has independent columns. -/
def andersonCoeff (F : Matrix m n ℝ) (f : m → ℝ) : n → ℝ :=
  (Fᵀ * F)⁻¹ *ᵥ (Fᵀ *ᵥ f)
```

## Invertibility and the normal equations

Two lemmas supply the signs: a squared length is nonnegative, and it is positive for a nonzero vector.

```lean
lemma sqNorm_nonneg {k : Type*} [Fintype k] (v : k → ℝ) : 0 ≤ sqNorm v :=
  Finset.sum_nonneg fun i _ => mul_self_nonneg (v i)

lemma sqNorm_pos {k : Type*} [Fintype k] {v : k → ℝ} (hv : v ≠ 0) : 0 < sqNorm v :=
  lt_of_le_of_ne (sqNorm_nonneg v) fun h => hv (dotProduct_self_eq_zero.mp h.symm)
```

The next lemma moves $F^T$ across a dot product, $d\cdot F^Tu=(Fd)\cdot u$. After it come the action of $A_w$ on a vector and the identification of the Anderson coefficients with the damped ones at $w=0$.

```lean
omit [DecidableEq n] in
lemma dotProduct_transpose (F : Matrix m n ℝ) (d : n → ℝ) (u : m → ℝ) :
    d ⬝ᵥ (Fᵀ *ᵥ u) = (F *ᵥ d) ⬝ᵥ u := by
  rw [Matrix.dotProduct_mulVec, Matrix.vecMul_transpose]

lemma dampedGram_mulVec (F : Matrix m n ℝ) (w : ℝ) (g : n → ℝ) :
    dampedGram F w *ᵥ g = Fᵀ *ᵥ (F *ᵥ g) + w ^ 2 • g := by
  rw [dampedGram, Matrix.add_mulVec, Matrix.smul_mulVec, Matrix.one_mulVec,
    Matrix.mulVec_mulVec]

lemma andersonCoeff_eq (F : Matrix m n ℝ) (f : m → ℝ) :
    andersonCoeff F f = dampedCoeff F f 0 := by
  simp [andersonCoeff, dampedCoeff, dampedGram]
```

Invertibility is proved by contradiction, as above. A zero determinant supplies a nonzero null vector `v`, and `e` says that its quadratic form vanishes. The case split `rcases h` treats nonzero damping and independent columns in turn. Independence is stated as `LinearIndependent ℝ F.col`, which makes $g\mapsto Fg$ injective.

```lean
/-- The damped Gram matrix is nonsingular if the damping is nonzero or the columns of `F` are
independent. -/
theorem dampedGram_det_ne_zero (F : Matrix m n ℝ) (w : ℝ)
    (h : w ≠ 0 ∨ LinearIndependent ℝ F.col) : (dampedGram F w).det ≠ 0 := by
  intro hdet
  obtain ⟨v, hv, h0⟩ := Matrix.exists_mulVec_eq_zero_iff.mpr hdet
  -- a null vector would have vanishing quadratic form
  have e : sqNorm (F *ᵥ v) + w ^ 2 * sqNorm v = 0 := by
    have h1 := congrArg (fun u => v ⬝ᵥ u) h0
    simpa only [dampedGram_mulVec, dotProduct_add, dotProduct_smul, smul_eq_mul,
      dotProduct_transpose, dotProduct_zero, sqNorm] using h1
  have hFv := sqNorm_nonneg (F *ᵥ v)
  have hvp := sqNorm_pos hv
  rcases h with hw | hF
  · have hw2 : 0 < w ^ 2 := by positivity
    linarith [mul_pos hw2 hvp]
  · have hne : F *ᵥ v ≠ 0 := fun hz =>
      hv (Matrix.mulVec_injective_iff.mpr hF (hz.trans (Matrix.mulVec_zero F).symm))
    linarith [sqNorm_pos hne, mul_nonneg (sq_nonneg w) hvp.le]
```

Multiplying by the inverse in each direction shows that the normal equations hold exactly for $g=g_w$.

```lean
/-- If the damping is nonzero or the columns of `F` are independent, the normal equations
`(Fᵀ F + w² I) g = Fᵀ f` hold exactly for the damped coefficients. -/
theorem normal_equations_iff (F : Matrix m n ℝ) (f : m → ℝ) (w : ℝ)
    (h : w ≠ 0 ∨ LinearIndependent ℝ F.col) (g : n → ℝ) :
    dampedGram F w *ᵥ g = Fᵀ *ᵥ f ↔ g = dampedCoeff F f w := by
  have hu := isUnit_iff_ne_zero.mpr (dampedGram_det_ne_zero F w h)
  constructor
  · intro hg
    rw [dampedCoeff, ← hg, Matrix.mulVec_mulVec, Matrix.nonsing_inv_mul _ hu,
      Matrix.one_mulVec]
  · intro hg
    rw [hg, dampedCoeff, Matrix.mulVec_mulVec, Matrix.mul_nonsing_inv _ hu,
      Matrix.one_mulVec]
```

## The strict minimum and its limit

The fact called `key` is the normal equation dotted with `d`. After both objectives are expanded, `linear_combination 2 * key` cancels the linear term in the displacement.

```lean
/-- Completing the square: a displacement `d` from a solution of the normal equations raises the
objective by exactly `‖F d‖² + w² ‖d‖²`. -/
theorem objective_add (F : Matrix m n ℝ) (f : m → ℝ) (w : ℝ) (g d : n → ℝ)
    (hg : dampedGram F w *ᵥ g = Fᵀ *ᵥ f) :
    objective F f w (g + d) = objective F f w g + (sqNorm (F *ᵥ d) + w ^ 2 * sqNorm d) := by
  -- the normal equations tested against the displacement
  have key : (F *ᵥ d) ⬝ᵥ (F *ᵥ g) + w ^ 2 * (d ⬝ᵥ g) = (F *ᵥ d) ⬝ᵥ f := by
    have h1 := congrArg (fun u => d ⬝ᵥ u) hg
    simpa only [dampedGram_mulVec, dotProduct_add, dotProduct_smul, smul_eq_mul,
      dotProduct_transpose] using h1
  simp only [objective, sqNorm, Matrix.mulVec_add, dotProduct_add, add_dotProduct,
    sub_dotProduct, dotProduct_sub]
  rw [dotProduct_comm f (F *ᵥ d), dotProduct_comm (F *ᵥ g) (F *ᵥ d), dotProduct_comm g d]
  linear_combination 2 * key
```

Setting $d=g-g_w$ turns this identity into strict minimality. No independence is assumed here.

```lean
/-- For `w > 0` and any `F`, every other coefficient vector has a strictly larger objective than
the damped coefficients. -/
theorem dampedCoeff_unique_minimizer (F : Matrix m n ℝ) (f : m → ℝ) {w : ℝ} (hw : 0 < w)
    (g : n → ℝ) (hg : g ≠ dampedCoeff F f w) :
    objective F f w (dampedCoeff F f w) < objective F f w g := by
  have h := objective_add F f w (dampedCoeff F f w) (g - dampedCoeff F f w)
    ((normal_equations_iff F f w (Or.inl hw.ne') _).mpr rfl)
  rw [add_sub_cancel] at h
  have h1 := sqNorm_nonneg (F *ᵥ (g - dampedCoeff F f w))
  have h2 := mul_pos (pow_pos hw 2) (sqNorm_pos (sub_ne_zero.mpr hg))
  linarith
```

The main theorem joins the two claims. Uniqueness is expressed by a strict inequality for every `g` different from $g_w$. The filter `𝓝[>] 0` means that $w$ approaches zero through positive values. In the proof, `hform` writes the inverse as adjugate over determinant, and `hc` establishes continuity at zero, where independence keeps the determinant away from zero.

```lean
/-- For `F` with independent columns, the damped coefficients are the unique minimizer of
`‖f - F g‖² + w² ‖g‖²` for each `w > 0`, and they tend to the Anderson coefficients as `w`
tends to `0` from above. -/
theorem damped_anderson (F : Matrix m n ℝ) (f : m → ℝ) (hF : LinearIndependent ℝ F.col) :
    (∀ w > 0, ∀ g, g ≠ dampedCoeff F f w →
      objective F f w (dampedCoeff F f w) < objective F f w g) ∧
    Tendsto (fun w => dampedCoeff F f w) (𝓝[>] 0) (𝓝 (andersonCoeff F f)) := by
  refine ⟨fun w hw g hg => dampedCoeff_unique_minimizer F f hw g hg, ?_⟩
  -- write the inverse as adjugate over determinant
  have hform : (fun w => dampedCoeff F f w) = fun w =>
      ((dampedGram F w).det)⁻¹ • ((dampedGram F w).adjugate *ᵥ (Fᵀ *ᵥ f)) := by
    funext w
    rw [dampedCoeff, Matrix.inv_def, Ring.inverse_eq_inv', Matrix.smul_mulVec]
  have hG : Continuous (fun w : ℝ => dampedGram F w) :=
    continuous_const.add ((continuous_pow 2).smul continuous_const)
  have hc : ContinuousAt (fun w => dampedCoeff F f w) 0 := by
    rw [hform]
    exact (hG.matrix_det.continuousAt.inv₀ (dampedGram_det_ne_zero F 0 (Or.inr hF))).smul
      (hG.matrix_adjugate.matrix_mulVec continuous_const).continuousAt
  rw [andersonCoeff_eq]
  exact hc.tendsto.mono_left nhdsWithin_le_nhds
```

For one mixing step with a fixed, finite history and independent columns, the theorem says that a small enough damping changes the Anderson coefficients as little as desired in exact arithmetic. It concerns the coefficient solve alone: the update of the density, the convergence of the self-consistency cycle and rounding errors do not enter. Nor does a weighted residual metric, unless the weights have already been absorbed into $F$ and $f$.

## Bias and monotonicity

The bias identity subtracts the normal equations at $w$ from those at zero. It holds for every real `w` when the columns are independent.

```lean
/-- For `F` with independent columns, the difference between Anderson and damped coefficients solves
the damped normal equations with right-hand side `w²` times the Anderson coefficients. -/
theorem damping_bias (F : Matrix m n ℝ) (f : m → ℝ) (w : ℝ)
    (hF : LinearIndependent ℝ F.col) :
    dampedGram F w *ᵥ (andersonCoeff F f - dampedCoeff F f w) = w ^ 2 • andersonCoeff F f := by
  have h0 := (normal_equations_iff F f 0 (Or.inr hF) _).mpr rfl
  have hw := (normal_equations_iff F f w (Or.inr hF) _).mpr rfl
  rw [dampedGram_mulVec, zero_pow two_ne_zero, zero_smul, add_zero] at h0
  rw [Matrix.mulVec_sub, hw, andersonCoeff_eq, dampedGram_mulVec, h0, add_sub_cancel_left]
```

In the monotonicity theorem `v` and `w` are both damping strengths. The facts `h1` and `h2` are the two crossed inequalities, and `hsq` is $w^2-v^2>0$. The comparison of lengths `hn` comes first, and the comparison of residuals follows from it.

```lean
/-- For `0 < v < w` and any `F`, damping `w` instead of `v` never lengthens the coefficient vector
and never lowers the linearized residual `‖f - F g‖²`. -/
theorem damping_monotone (F : Matrix m n ℝ) (f : m → ℝ) {v w : ℝ} (hv : 0 < v) (hvw : v < w) :
    sqNorm (dampedCoeff F f w) ≤ sqNorm (dampedCoeff F f v) ∧
    sqNorm (f - F *ᵥ dampedCoeff F f v) ≤ sqNorm (f - F *ᵥ dampedCoeff F f w) := by
  have hmin : ∀ u > 0, ∀ g, objective F f u (dampedCoeff F f u) ≤ objective F f u g := by
    intro u hu g
    by_cases hg : g = dampedCoeff F f u
    · rw [hg]
    · exact (dampedCoeff_unique_minimizer F f hu g hg).le
  -- compare each minimizer with the other one
  have h1 := hmin v hv (dampedCoeff F f w)
  have h2 := hmin w (hv.trans hvw) (dampedCoeff F f v)
  simp only [objective] at h1 h2
  have hsq : 0 < w ^ 2 - v ^ 2 := by
    rw [sq_sub_sq]
    exact mul_pos (add_pos (hv.trans hvw) hv) (sub_pos.mpr hvw)
  have hn : sqNorm (dampedCoeff F f w) ≤ sqNorm (dampedCoeff F f v) := by
    by_contra hlt
    have hpos := mul_pos hsq (sub_pos.mpr (not_le.mp hlt))
    linarith
  exact ⟨hn, by linarith [mul_le_mul_of_nonneg_left hn (sq_nonneg v)]⟩
```

## Two equal columns

Without independence the formula for $g_0$ is undefined, although $g_w$ still converges as $w\to0^+$, as the following example shows in one case. Take $F=(1\;\;1)$ and $f=1$, a toy case with a single residual component and the same difference stored twice.

```lean
/-- The one-row matrix `(1, 1)`, whose two columns are equal. -/
def equalColumns : Matrix (Fin 1) (Fin 2) ℝ := Matrix.of fun _ _ => 1
```

Then

$$F^TF=\begin{pmatrix}1&1\\1&1\end{pmatrix},\qquad \det F^TF=0,$$

so the Anderson formula has no inverse to use. Without damping, every $g$ whose two components sum to 1 makes the linearized residual $f-Fg$ vanish, and the minimizer is not unique either. For $w>0$, inserting $g=(c,c)$ into the normal equations gives $(2+w^2)c=1$ in both rows, so both components of $g_w$ equal $1/(2+w^2)$. They tend to $1/2$ as $w\to0^+$. Lean assigns the value zero to the inverse of a singular matrix, so `andersonCoeff` would be the zero vector here, which is not that limit.

The theorem records the singular determinant and the closed form for $w>0$. Its proof checks the candidate in the normal equations and uses their unique solvability, so no matrix has to be inverted.

```lean
/-- For two equal columns `F = (1, 1)` and `f = 1`, the matrix `Fᵀ F` is singular, while for
`w > 0` both damped coefficients equal `1 / (2 + w²)`. -/
theorem equalColumns_damped :
    (equalColumnsᵀ * equalColumns).det = 0 ∧
    ∀ w : ℝ, 0 < w →
      dampedCoeff equalColumns (fun _ => 1) w = fun _ => 1 / (2 + w ^ 2) := by
  constructor
  · simp only [Matrix.det_fin_two, Matrix.mul_apply, Matrix.transpose_apply, equalColumns,
      Matrix.of_apply, Finset.univ_unique, Finset.sum_singleton]
    ring
  · intro w hw
    have hc : (2 + w ^ 2) * (1 / (2 + w ^ 2)) = 1 := mul_one_div_cancel (by positivity)
    generalize 1 / (2 + w ^ 2) = c at hc ⊢
    symm
    rw [← normal_equations_iff _ _ w (Or.inl hw.ne'), dampedGram_mulVec]
    ext i
    simp only [Pi.add_apply, Pi.smul_apply, smul_eq_mul, Matrix.mulVec, dotProduct,
      Matrix.transpose_apply, equalColumns, Matrix.of_apply, Fin.sum_univ_two,
      Finset.univ_unique, Finset.sum_singleton]
    linear_combination hc

end

end DampedAnderson
```

```lean
#print axioms DampedAnderson.damped_anderson
-- 'DampedAnderson.damped_anderson' depends on axioms: [propext, Classical.choice, Quot.sound]
#print axioms DampedAnderson.damping_bias
-- 'DampedAnderson.damping_bias' depends on axioms: [propext, Classical.choice, Quot.sound]
#print axioms DampedAnderson.damping_monotone
-- 'DampedAnderson.damping_monotone' depends on axioms: [propext, Classical.choice, Quot.sound]
#print axioms DampedAnderson.equalColumns_damped
-- 'DampedAnderson.equalColumns_damped' depends on axioms: [propext, Classical.choice, Quot.sound]
```
